# Orthogonal polynomials for continuous positive weights and for the Rys weight have simple roots inside the interval

## Integration rules and orthogonality

All polynomials here have real coefficients. Let $a<b$, and let $w$ be continuous and positive on $[a,b]$. Write

$$L_w(p)=\int_a^b p(x)\,w(x)\,dx .$$

For a real parameter $T$, the Rys integral of a polynomial $p$ is

$$R_T(p)=\int_0^1 p(t^2)\,e^{-Tt^2}\,dt .$$

Its polynomials are written in the variable $u=t^2$, so a node $u_i$ corresponds to $t_i=\sqrt{u_i}$. For an integration rule $L$, which may be $L_w$ or $R_T$, a polynomial $q$ of exact degree $n$ is orthogonal to all lower degrees if $L(qr)=0$ whenever $\deg r<n$. The polynomial $q$ need not be monic or normalised.

## Nodes for electron repulsion integrals

Electron repulsion integrals over Gaussian basis functions reduce to integrals of the form $R_T(p)$, where $T\ge 0$ depends on the exponents and centres. Rys quadrature evaluates them as weighted sums of $p(u_i)$ over the roots $u_i$ of an orthogonal polynomial. For this one-parameter family of weights, and in exact arithmetic, the result below guarantees that the $n$ nodes are real, distinct and inside the integration range.

In the variable $u$ the Rys weight is $e^{-Tu}/(2\sqrt u)$, which is unbounded at $u=0$. A theorem for continuous weights on $[0,1]$ therefore does not apply to it directly, and the Rys case needs its own argument.

## The roots of an orthogonal polynomial

Let $q$ have degree $n$ and be orthogonal to all lower degrees, under $L_w$ or under $R_T$. Then $q$ has exactly $n$ roots. They are distinct and lie in $(a,b)$, which is $(0,1)$ for $R_T$.

**Fixing the sign.** For every nonzero $q$ there are a finite set $s$ of roots of $q$ in $(a,b)$ and a constant $\sigma\ne0$ such that

$$\sigma\,q(x)\prod_{c\in s}(x-c)\ \ge 0\qquad\text{on }(a,b).$$

The argument is by induction on the degree. If $q$ has no root in $(a,b)$, the intermediate value theorem gives it constant sign there, so $s=\varnothing$ and $\sigma=\pm1$ suffice. Otherwise $q=(x-c)p$ with $c\in(a,b)$, and the induction hypothesis supplies $s$ and $\sigma$ for $p$.

- If $c\notin s$, add it. The new expression is the old one times $(x-c)^2$.
- If $c\in s$, remove it. The factor $x-c$ in $q$ takes its place, and the expression is unchanged.

**Using orthogonality.** Suppose $s$ has fewer than $n$ elements. Then $r=\sigma\prod_{c\in s}(x-c)$ has degree below $n$, so $L(qr)=0$. But $qr$ is nonzero and nonnegative on $(a,b)$, so $L(qr)>0$ by the positivity shown next. This is a contradiction, so $s$ has at least $n$ elements. A polynomial of degree $n$ has at most $n$ roots counted with multiplicity. Hence $s$ contains all of them, each is simple, and

$$q(x)=k\prod_{c\in s}(x-c),$$

where $k$ is the leading coefficient of $q$.

**Positivity.** Let $p\neq0$ be nonnegative on $(a,b)$. It has finitely many roots, so $p(c)>0$ for some $c\in(a,b)$. The continuous function $pw$ is nonnegative on $[a,b]$ and positive near $c$, which gives $L_w(p)>0$. For $R_T$, apply this in the variable $t$ to the nonzero polynomial $p(t^2)$ with the continuous weight $e^{-Tt^2}$. If $0<t<1$ then $0<t^2<1$, so nonnegativity carries over.

## One node, and none

For $n=0$, $q$ is a nonzero constant and the set of nodes is empty. For $n=1$, take $q=u-u_1$. The only condition is $R_T(q)=0$, which gives

$$u_1=\frac{\int_0^1 t^2e^{-Tt^2}dt}{\int_0^1 e^{-Tt^2}dt}.$$

This is a weighted mean of $t^2$, so it lies between 0 and 1. At $T=0$ it equals $1/3$.

## The statement in Lean

`orthogonal_polynomial_nodes` treats $L_w$, written `weightedIntegral w a b`; the interval $[0,1]$ is the case $a=0$, $b=1$. The weight has to be continuous and positive only on `Icc a b`, the closed interval. `rys_polynomial_nodes` treats $R_T$, written `rysIntegral T`, for every real `T`.

In both, `q.degree = n` fixes the exact degree and excludes the zero polynomial. `OrthogonalBelow` is the orthogonality condition. `HasSimpleNodes q n a b` says that some set of $n$ points in the open interval is exactly the set of real roots, and that $q$ factorises over it as above.

The theorems assume that $q$ is given. They do not construct it, and they do not treat the quadrature weights, the exactness of the quadrature rule or rounding errors.

```lean
import Mathlib

open Polynomial Set

namespace RysNodes

noncomputable section

/-- The integral over `[a, b]` of a polynomial against the weight `w`. -/
def weightedIntegral (w : ℝ → ℝ) (a b : ℝ) (p : ℝ[X]) : ℝ :=
  ∫ x in a..b, p.eval x * w x

/-- The Rys integral of a polynomial in `t ^ 2` against `exp (-T t ^ 2)` over `[0, 1]`. -/
def rysIntegral (T : ℝ) (p : ℝ[X]) : ℝ :=
  ∫ t in (0 : ℝ)..1, p.eval (t ^ 2) * Real.exp (-T * t ^ 2)

/-- The polynomial `q` is orthogonal, under the integration rule `L`, to all polynomials
of degree below `n`. -/
def OrthogonalBelow (L : ℝ[X] → ℝ) (q : ℝ[X]) (n : ℕ) : Prop :=
  ∀ r : ℝ[X], r.degree < n → L (q * r) = 0

/-- The real roots of `q` are exactly `n` distinct points of the open interval `(a, b)`, and
`q` is its leading coefficient times the product of the corresponding linear factors. -/
def HasSimpleNodes (q : ℝ[X]) (n : ℕ) (a b : ℝ) : Prop :=
  ∃ s : Finset ℝ, s.card = n ∧ (∀ x ∈ s, x ∈ Ioo a b) ∧ (∀ x, q.IsRoot x ↔ x ∈ s) ∧
    q = C q.leadingCoeff * ∏ x ∈ s, (X - C x)

/-- Multiplying a nonzero polynomial by linear factors at suitable distinct roots in `(a, b)`,
and by a nonzero constant, makes it nonnegative on `(a, b)`. -/
theorem exists_sign_compensator (a b : ℝ) (q : ℝ[X]) (hq : q ≠ 0) :
    ∃ (s : Finset ℝ) (σ : ℝ), (∀ x ∈ s, x ∈ Ioo a b ∧ q.IsRoot x) ∧ σ ≠ 0 ∧
      ∀ x ∈ Ioo a b, 0 ≤ σ * (q.eval x * ∏ c ∈ s, (x - c)) := by
  have key : ∀ n : ℕ, ∀ q : ℝ[X], q ≠ 0 → q.natDegree < n →
      ∃ (s : Finset ℝ) (σ : ℝ), (∀ x ∈ s, x ∈ Ioo a b ∧ q.IsRoot x) ∧ σ ≠ 0 ∧
        ∀ x ∈ Ioo a b, 0 ≤ σ * (q.eval x * ∏ c ∈ s, (x - c)) := by
    intro n
    induction n with
    | zero => intro q _ h; omega
    | succ n ih =>
      intro q hq hd
      by_cases hr : ∃ c ∈ Ioo a b, q.IsRoot c
      · -- split off one root and use the set found for the quotient
        obtain ⟨c, hc, hroot⟩ := hr
        obtain ⟨p, rfl⟩ := dvd_iff_isRoot.mpr hroot
        have hp : p ≠ 0 := right_ne_zero_of_mul hq
        have hdeg : ((X - C c) * p).natDegree = 1 + p.natDegree := by
          rw [natDegree_mul (X_sub_C_ne_zero c) hp, natDegree_X_sub_C]
        obtain ⟨s, σ, hs, hσ, hpos⟩ := ih p hp (by omega)
        have hs' : ∀ x ∈ s, x ∈ Ioo a b ∧ ((X - C c) * p).IsRoot x := by
          intro x hx
          have h : p.eval x = 0 := (hs x hx).2
          refine ⟨(hs x hx).1, ?_⟩
          change ((X - C c) * p).eval x = 0
          rw [eval_mul, h, mul_zero]
        by_cases hcs : c ∈ s
        · -- the new factor replaces the one already present
          refine ⟨s.erase c, σ, fun x hx => hs' x (Finset.mem_of_mem_erase hx), hσ, ?_⟩
          intro x hx
          have h := hpos x hx
          have e : (x - c) * ∏ d ∈ s.erase c, (x - d) = ∏ d ∈ s, (x - d) :=
            Finset.mul_prod_erase s (fun d => x - d) hcs
          rw [← e] at h
          simp only [eval_mul, eval_sub, eval_X, eval_C]
          linarith
        · -- the new factor is completed to a square
          refine ⟨insert c s, σ, ?_, hσ, ?_⟩
          · intro x hx
            rcases Finset.mem_insert.mp hx with h | h
            · rw [h]
              exact ⟨hc, hroot⟩
            · exact hs' x h
          · intro x hx
            have h := mul_nonneg (sq_nonneg (x - c)) (hpos x hx)
            rw [Finset.prod_insert hcs]
            simp only [eval_mul, eval_sub, eval_X, eval_C]
            linarith
      · -- without roots in the interval the sign is constant
        by_cases h : ∀ x ∈ Ioo a b, 0 ≤ q.eval x
        · exact ⟨∅, 1, by simp, one_ne_zero, fun x hx => by simpa using h x hx⟩
        · push Not at h
          obtain ⟨y, hy, hneg⟩ := h
          refine ⟨∅, -1, by simp, by norm_num, fun x hx => ?_⟩
          have hle : q.eval x ≤ 0 := by
            by_contra hx0
            obtain ⟨c, hc, h0⟩ := isPreconnected_Ioo.intermediate_value hy hx
              (f := fun z => q.eval z) q.continuous.continuousOn
              ⟨hneg.le, (not_le.mp hx0).le⟩
            exact hr ⟨c, hc, h0⟩
          simpa using hle
  exact key (q.natDegree + 1) q hq (Nat.lt_succ_self _)

/-- If an integration rule is positive on nonzero polynomials that are nonnegative on `(a, b)`,
a degree-`n` polynomial orthogonal to all lower degrees has `n` simple nodes in `(a, b)`. -/
theorem simpleNodes_of_positive {a b : ℝ} {L : ℝ[X] → ℝ}
    (hL : ∀ p : ℝ[X], p ≠ 0 → (∀ x ∈ Ioo a b, 0 ≤ p.eval x) → 0 < L p)
    {q : ℝ[X]} {n : ℕ} (hq : q.degree = n) (horth : OrthogonalBelow L q n) :
    HasSimpleNodes q n a b := by
  have hnat : q.natDegree = n := natDegree_eq_of_degree_eq_some hq
  have hq0 : q ≠ 0 := by
    intro h
    rw [h, degree_zero] at hq
    exact WithBot.bot_ne_coe hq
  obtain ⟨s, σ, hs, hσ, hpos⟩ := exists_sign_compensator a b q hq0
  -- too few sign changes would give an admissible test polynomial with positive integral
  have hcard : n ≤ s.card := by
    by_contra hlt
    have hlt' : s.card < n := not_le.mp hlt
    have hdeg : (C σ * ∏ c ∈ s, (X - C c)).degree < n := by
      rw [degree_C_mul hσ, degree_prod]
      simpa using hlt'
    have hne : q * (C σ * ∏ c ∈ s, (X - C c)) ≠ 0 :=
      mul_ne_zero hq0 (mul_ne_zero (C_ne_zero.mpr hσ)
        (Finset.prod_ne_zero_iff.mpr fun c _ => X_sub_C_ne_zero c))
    refine (hL _ hne fun x hx => ?_).ne' (horth _ hdeg)
    have h := hpos x hx
    simp only [eval_mul, eval_C, eval_prod, eval_sub, eval_X]
    linarith
  -- the degree bounds the number of roots, so nothing else is left
  have hle : s.val ≤ q.roots :=
    (Multiset.le_iff_subset s.nodup).mpr fun x hx => (mem_roots hq0).mpr (hs x hx).2
  have hcr : Multiset.card q.roots ≤ n := hnat ▸ card_roots' q
  have heq : s.val = q.roots := Multiset.eq_of_le_of_card_le hle (hcr.trans hcard)
  refine ⟨s, le_antisymm ((Multiset.card_le_card hle).trans hcr) hcard,
    fun x hx => (hs x hx).1, fun x => ?_, ?_⟩
  · rw [← Finset.mem_val, heq, mem_roots hq0]
  · have h := C_leadingCoeff_mul_prod_multiset_X_sub_C (p := q)
      (le_antisymm (card_roots' q) (by rw [hnat, ← heq]; exact hcard))
    rw [← heq] at h
    exact h.symm

/-- A nonzero polynomial that is nonnegative on `(a, b)` has a positive integral against a
continuous positive weight. -/
theorem weightedIntegral_pos {a b : ℝ} (hab : a < b) {w : ℝ → ℝ}
    (hw : ContinuousOn w (Icc a b)) (hwpos : ∀ x ∈ Icc a b, 0 < w x)
    (p : ℝ[X]) (hp : p ≠ 0) (hnn : ∀ x ∈ Ioo a b, 0 ≤ p.eval x) :
    0 < weightedIntegral w a b p := by
  have hcl : Icc a b ⊆ {x | 0 ≤ p.eval x} := by
    rw [← closure_Ioo hab.ne]
    exact closure_minimal hnn (isClosed_le continuous_const p.continuous)
  -- a nonzero polynomial cannot vanish on a whole interval
  have hex : ∃ c ∈ Ioo a b, p.eval c ≠ 0 := by
    by_contra h
    push Not at h
    exact hp (eq_zero_of_infinite_isRoot p ((Ioo_infinite hab).mono fun x hx => h x hx))
  obtain ⟨c, hc, hc0⟩ := hex
  have hc' : c ∈ Icc a b := Ioo_subset_Icc_self hc
  have hcpos : 0 < p.eval c := lt_of_le_of_ne (hnn c hc) (Ne.symm hc0)
  exact intervalIntegral.integral_pos hab (p.continuous.continuousOn.mul hw)
    (fun x hx => mul_nonneg (hcl (Ioc_subset_Icc_self hx))
      (hwpos x (Ioc_subset_Icc_self hx)).le)
    ⟨c, hc', mul_pos hcpos (hwpos c hc')⟩

/-- For a continuous positive weight on `[a, b]`, a degree-`n` polynomial orthogonal to all
lower degrees has `n` simple nodes in the open interval `(a, b)`. -/
theorem orthogonal_polynomial_nodes {a b : ℝ} (hab : a < b) {w : ℝ → ℝ}
    (hw : ContinuousOn w (Icc a b)) (hwpos : ∀ x ∈ Icc a b, 0 < w x)
    {q : ℝ[X]} {n : ℕ} (hq : q.degree = n)
    (horth : OrthogonalBelow (weightedIntegral w a b) q n) :
    HasSimpleNodes q n a b :=
  simpleNodes_of_positive (weightedIntegral_pos hab hw hwpos) hq horth

/-- For every real `T`, a degree-`n` polynomial in `t ^ 2` orthogonal to all lower degrees under
the Rys integral has `n` simple nodes in `(0, 1)` in the variable `t ^ 2`. -/
theorem rys_polynomial_nodes (T : ℝ) {q : ℝ[X]} {n : ℕ} (hq : q.degree = n)
    (horth : OrthogonalBelow (rysIntegral T) q n) : HasSimpleNodes q n 0 1 := by
  refine simpleNodes_of_positive (fun p hp hnn => ?_) hq horth
  -- read `p (t ^ 2)` as a polynomial in `t`
  have h := weightedIntegral_pos (w := fun t => Real.exp (-T * t ^ 2)) zero_lt_one
    (by fun_prop) (fun x _ => Real.exp_pos _) (expand ℝ 2 p)
    ((expand_ne_zero two_pos).mpr hp) (fun t ht => by
      rw [expand_eval]
      exact hnn _ ⟨pow_pos ht.1 2, by nlinarith [ht.1, ht.2]⟩)
  simpa only [weightedIntegral, rysIntegral, expand_eval] using h

/-- With unit weight on `[0, 1]`, the polynomial `x ^ 2 - x + 1 / 6` has degree two and is
orthogonal to all polynomials of lower degree. -/
theorem orthogonal_polynomial_witness :
    (X ^ 2 - X + C (1 / 6) : ℝ[X]).degree = 2 ∧
      OrthogonalBelow (weightedIntegral (fun _ => 1) 0 1) (X ^ 2 - X + C (1 / 6)) 2 := by
  refine ⟨by compute_degree!, fun r hr => ?_⟩
  have hr1 : r.natDegree ≤ 1 := by
    by_cases h0 : r = 0
    · simp [h0]
    · have := (natDegree_lt_iff_degree_lt h0).mpr hr
      omega
  obtain ⟨c, d, rfl⟩ := exists_eq_X_add_C_of_natDegree_le_one hr1
  -- an explicit antiderivative with equal values at both ends
  let P : ℝ[X] := C (c / 4) * X ^ 4 + C ((d - c) / 3) * X ^ 3 +
    C ((c / 6 - d) / 2) * X ^ 2 + C (d / 6) * X
  have hd : ∀ x : ℝ, HasDerivAt (fun y => P.eval y)
      (((X ^ 2 - X + C (1 / 6)) * (C c * X + C d) : ℝ[X]).eval x * 1) x := by
    intro x
    refine (P.hasDerivAt x).congr_deriv ?_
    simp only [P, derivative_add, derivative_C_mul, derivative_X_pow, derivative_X, eval_add,
      eval_sub, eval_mul, eval_pow, eval_X, eval_C, eval_one, Nat.cast_ofNat, Nat.reduceSub]
    ring
  refine (intervalIntegral.integral_eq_sub_of_hasDerivAt (fun x _ => hd x)
    (((Polynomial.continuous _).mul continuous_const).intervalIntegrable 0 1)).trans ?_
  simp only [P, eval_add, eval_mul, eval_pow, eval_X, eval_C]
  ring

end

end RysNodes
```

```lean
#print axioms RysNodes.orthogonal_polynomial_nodes
-- 'RysNodes.orthogonal_polynomial_nodes' depends on axioms: [propext, Classical.choice, Quot.sound]
#print axioms RysNodes.rys_polynomial_nodes
-- 'RysNodes.rys_polynomial_nodes' depends on axioms: [propext, Classical.choice, Quot.sound]
```

## How the proof is organised

`exists_sign_compensator` is the sign-fixing step. Its inner claim `key` ranges over all polynomials of degree below a bound, so that the induction can pass from $q$ to the quotient $p$. The case split on `c ∈ s` is the choice between removing and adding a factor.

`simpleNodes_of_positive` works for any rule `L` that satisfies the positivity hypothesis `hL`; linearity is not needed. Orthogonality gives `hcard`, the lower bound on the size of $s$. The points of $s$ are then compared with `q.roots`, which lists roots with multiplicity. Since that list has at most $n$ entries, the two agree, and the factorisation follows.

`weightedIntegral_pos` extends nonnegativity to the endpoints by closure, finds a point where $p$ is positive, and applies Mathlib's positivity theorem for integrals. The Rys theorem reuses it through `expand ℝ 2 p`, which is the polynomial $p(t^2)$.

`orthogonal_polynomial_witness` gives an example with $n=2$ and unit weight on $[0,1]$: $x^2-x+\tfrac16$, whose roots are $(3\pm\sqrt3)/6$. The proof writes the test polynomial as $cx+d$ and checks that an explicit antiderivative `P` of the product takes equal values at 0 and 1.
